# The traceless symmetric tensor quadratic in the spin matrices vanishes exactly for j = 0 and j = 1/2

## Can the missing quadrupole term at spin 1/2 be derived from the commutators?

When I set up a spin Hamiltonian, I leave out the quadrupole or zero-field-splitting term at every spin-1/2 site. That term is a traceless symmetric coupling contracted with

T_ab = (J_a J_b + J_b J_a)/2 − δ_ab J²/3,

so dropping it whatever the coupling requires every T_ab to be zero. I believe this follows from

Σ_ab T_ab T_ab = (2/3) J² (J² − 3/4),

since J² = 3/4 at j = 1/2. I would like to see the argument made rigorous and machine-checked, including that the tensor survives for every larger spin.

## Yes, together with Hermiticity: the sum of squares decides it

The contraction holds in any associative complex algebra with a unit containing three elements with the angular momentum commutators. For the spin-j matrices, its trace then settles when the tensor vanishes. This justifies omitting the term at any site modelled as a single spin-1/2 multiplet.

### From the commutators to the contraction

Set ħ = 1 and write C = J² = Σ_a J_a J_a. First, C commutes with each component. For J_z,

[J_x², J_z] = −i(J_x J_y + J_y J_x)

[J_y², J_z] = +i(J_x J_y + J_y J_x)

and [J_z², J_z] = 0, so the sum is zero. The other components follow cyclically.

Next, move J_a to the left in Σ_b J_b J_a J_b. This gives J_a C + Σ_b [J_b, J_a] J_b. For a = z the last sum is

−i J_y J_x + i J_x J_y = i[J_x, J_y] = −J_z.

Cyclically, then,

Σ_b J_b J_a J_b = J_a C − J_a.

The square of the anticommutator term (J_a J_b + J_b J_a)/2 of T_ab contains four products, each with weight 1/4. Their sums are

Σ_ab J_a J_b J_a J_b = Σ_ab J_b J_a J_b J_a = C² − C

Σ_ab J_a J_b J_b J_a = Σ_ab J_b J_a J_a J_b = C².

Together they give C² − C/2. The terms containing δ_ab add

−(1/3) Σ_a (J_a² C + C J_a²) + 3·C²/9 = −C²/3.

The total is (2/3)C² − C/2 = (2/3)C(C − 3/4).

Treating the components as commuting numbers loses the −C/2. The result would be (2/3)C², which is 3/8 times the identity at j = 1/2 instead of zero.

### The trace for spin j

Let n = 2j and label the levels k = 0, …, n, with magnetic number k − n/2. The raising matrix J₊ takes level k to k + 1 with amplitude √((k+1)(n−k)), and J₋ is its adjoint. The diagonal entries are

J₊J₋: k(n+1−k)

J₋J₊: (k+1)(n−k).

Their difference is 2k − n, so [J₊, J₋] = 2J_z. Raising k by one gives [J_z, J₊] = J₊, and the adjoint relation is [J₋, J_z] = J₋. With J_x = (J₊ + J₋)/2 and J_y = (J₊ − J₋)/(2i),

[J_x, J_y] = (i/2)[J₊, J₋] = iJ_z

[J_y, J_z] = −(J₊ + J₋)/(2i) = iJ_x

[J_z, J_x] = (J₊ − J₋)/2 = iJ_y.

Also

J² = (J₊J₋ + J₋J₊)/2 + J_z²,

whose entries are kn − k² + n/2 + (k − n/2)² = j(j+1). Since j(j+1) = n(n+2)/4 and j(j+1) − 3/4 = (n−1)(n+3)/4, multiplying by the dimension n + 1 gives

Tr Σ_ab T_ab T_ab = (n−1)n(n+1)(n+2)(n+3)/24.

Each T_ab is Hermitian, so this trace is the sum of the squared moduli of all matrix entries of all components. It is zero for n = 0 and n = 1, which forces every T_ab to vanish. For n ≥ 2 it is positive, so some component survives.

### What the Lean statements say

`IsAngularMomentum J` states the three commutators for `J : Fin 3 → A`, with indices 0, 1, 2 for x, y, z. Here `A` is any complex algebra with a unit; `quad_contraction` needs neither an adjoint nor finite dimension. `casimir J` is J², and `quad J a b` is T_ab.

`spin n` is the explicit triple of matrices of size n + 1, ordered by increasing magnetic number. Its argument is 2j, not j, so `n ≤ 1` in `quad_spin_eq_zero_iff` means j ≤ 1/2. `spin_trace` uses the ordinary, unnormalised trace.

```lean
import Mathlib

open Complex (I)
open scoped ComplexOrder

noncomputable section

namespace QuadrupoleTensor

variable {A : Type*} [Ring A] [Algebra ℂ A]

/-- The angular momentum commutation relations for the components `J 0, J 1, J 2` (x, y, z). -/
structure IsAngularMomentum (J : Fin 3 → A) : Prop where
  xy : J 0 * J 1 - J 1 * J 0 = I • J 2
  yz : J 1 * J 2 - J 2 * J 1 = I • J 0
  zx : J 2 * J 0 - J 0 * J 2 = I • J 1

/-- The squared angular momentum `J²`. -/
def casimir (J : Fin 3 → A) : A := ∑ a, J a * J a

/-- The tensor `T_ab = (J_a J_b + J_b J_a)/2 - δ_ab J²/3`. -/
def quad (J : Fin 3 → A) (a b : Fin 3) : A :=
  (1 / 2 : ℂ) • (J a * J b + J b * J a) - if a = b then (1 / 3 : ℂ) • casimir J else 0

/-- `J²` commutes with every component of `J`. -/
theorem casimir_comm {J : Fin 3 → A} (h : IsAngularMomentum J) (a : Fin 3) :
    casimir J * J a = J a * casimir J := by
  have key : ∀ p q r : A, r * p - p * r = I • q → q * r - r * q = I • p →
      (p * p + q * q + r * r) * r - r * (p * p + q * q + r * r) = 0 := by
    intro p q r h1 h2
    have e : (p * p + q * q + r * r) * r - r * (p * p + q * q + r * r)
        = -(p * (r * p - p * r) + (r * p - p * r) * p)
          + (q * (q * r - r * q) + (q * r - r * q) * q) := by noncomm_ring
    rw [e, h1, h2]
    simp only [mul_smul_comm, smul_mul_assoc]
    module
  simp only [casimir, Fin.sum_univ_three]
  match a with
  | 0 => linear_combination (norm := noncomm_ring) key _ _ _ h.xy h.zx
  | 1 => linear_combination (norm := noncomm_ring) key _ _ _ h.yz h.xy
  | 2 => linear_combination (norm := noncomm_ring) key _ _ _ h.zx h.yz

/-- The sandwich identity `∑_b J_b J_a J_b = J_a J² - J_a`. -/
theorem sandwich {J : Fin 3 → A} (h : IsAngularMomentum J) (a : Fin 3) :
    ∑ b, J b * J a * J b = J a * casimir J - J a := by
  have key : ∀ p q r : A, r * p - p * r = I • q → q * r - r * q = I • p →
      p * q - q * p = I • r →
      p * r * p + q * r * q + r * r * r = r * (p * p + q * q + r * r) - r := by
    intro p q r h1 h2 h3
    have e : p * r * p + q * r * q + r * r * r = r * (p * p + q * q + r * r)
        - (r * p - p * r) * p + (q * r - r * q) * q := by noncomm_ring
    have f : (I • p) * q - (I • q) * p = -r := by
      rw [smul_mul_assoc, smul_mul_assoc, ← smul_sub, h3, smul_smul, Complex.I_mul_I,
        neg_one_smul]
    rw [e, h1, h2, sub_add_eq_add_sub, add_sub_assoc, f, ← sub_eq_add_neg]
  simp only [casimir, Fin.sum_univ_three]
  match a with
  | 0 => linear_combination (norm := noncomm_ring) key _ _ _ h.xy h.zx h.yz
  | 1 => linear_combination (norm := noncomm_ring) key _ _ _ h.yz h.xy h.zx
  | 2 => linear_combination (norm := noncomm_ring) key _ _ _ h.zx h.yz h.xy

/-- The full contraction of the tensor: `∑_ab T_ab T_ab = (2/3) J² (J² - 3/4)`. -/
theorem quad_contraction {J : Fin 3 → A} (h : IsAngularMomentum J) :
    ∑ a, ∑ b, quad J a b * quad J a b
      = (2 / 3 : ℂ) • (casimir J * (casimir J - (3 / 4 : ℂ) • 1)) := by
  -- split each square into its anticommutator part and its trace part
  have entry : ∀ a b, quad J a b * quad J a b
      = (1 / 4 : ℂ) • (J a * J b * J a * J b + J a * (J b * J b) * J a
          + (J b * J a * J b * J a + J b * (J a * J a) * J b))
        - if a = b then (1 / 3 : ℂ) • (J a * J a * casimir J + casimir J * (J a * J a))
            - (1 / 9 : ℂ) • (casimir J * casimir J) else 0 := by
    intro a b
    by_cases hab : a = b
    · subst hab
      simp only [quad, if_true, sub_mul, mul_sub, add_mul, mul_add, smul_mul_assoc,
        mul_smul_comm, mul_assoc]
      module
    · simp only [quad, if_neg hab, sub_zero, add_mul, mul_add, smul_mul_assoc,
        mul_smul_comm, mul_assoc]
      module
  have s1 : ∑ a, J a * casimir J * J a = casimir J * casimir J := by
    simp only [← casimir_comm h, mul_assoc, ← Finset.mul_sum]
    rfl
  have s2 : ∑ a, ∑ b, J a * (J b * J b) * J a = casimir J * casimir J := by
    simp only [← Finset.sum_mul, ← Finset.mul_sum]
    exact s1
  have s3 : ∑ a, ∑ b, J b * J a * J b * J a = casimir J * casimir J - casimir J := by
    simp only [← Finset.sum_mul, sandwich h, sub_mul, Finset.sum_sub_distrib, s1]
    rfl
  have s4 : ∑ a, ∑ b, J a * J b * J a * J b = casimir J * casimir J - casimir J := by
    rw [Finset.sum_comm, s3]
  have s5 : ∑ a, ∑ b, J b * (J a * J a) * J b = casimir J * casimir J := by
    rw [Finset.sum_comm, s2]
  have s6 : ∑ a, (J a * J a * casimir J + casimir J * (J a * J a))
      = casimir J * casimir J + casimir J * casimir J := by
    rw [Finset.sum_add_distrib, ← Finset.sum_mul, ← Finset.mul_sum]
    rfl
  simp only [entry, Finset.sum_sub_distrib, ← Finset.smul_sum, Finset.sum_ite_eq,
    Finset.mem_univ, if_true, s6, Finset.sum_const, Finset.card_univ, Fintype.card_fin]
  simp only [Finset.sum_add_distrib, s2, s3, s4, s5, mul_sub, mul_smul_comm, mul_one]
  module

/-- The components `(p + m)/2, (p - m)/(2i), z` built from ladder operators `p`, `m` and `z`. -/
def ofLadder (p m z : A) : Fin 3 → A := ![(1 / 2 : ℂ) • (p + m), (-I / 2) • (p - m), z]

/-- The ladder relations `[p,m] = 2z`, `[z,p] = p`, `[m,z] = m` give the angular momentum
relations. -/
theorem isAngularMomentum_ofLadder {p m z : A} (h1 : p * m - m * p = (2 : ℂ) • z)
    (h2 : z * p - p * z = p) (h3 : m * z - z * m = m) :
    IsAngularMomentum (ofLadder p m z) := by
  constructor
  · change ((1 / 2 : ℂ) • (p + m)) * ((-I / 2) • (p - m))
      - ((-I / 2) • (p - m)) * ((1 / 2 : ℂ) • (p + m)) = I • z
    have e : I • z = (I / 2) • ((2 : ℂ) • z) := by module
    rw [e, ← h1]
    simp only [sub_mul, mul_sub, add_mul, mul_add, smul_mul_assoc, mul_smul_comm]
    module
  · change ((-I / 2) • (p - m)) * z - z * ((-I / 2) • (p - m)) = I • ((1 / 2 : ℂ) • (p + m))
    have e : ((-I / 2) • (p - m)) * z - z * ((-I / 2) • (p - m))
        = (I / 2) • ((z * p - p * z) + (m * z - z * m)) := by
      simp only [sub_mul, mul_sub, smul_mul_assoc, mul_smul_comm]
      module
    rw [e, h2, h3]
    module
  · change z * ((1 / 2 : ℂ) • (p + m)) - ((1 / 2 : ℂ) • (p + m)) * z = I • ((-I / 2) • (p - m))
    have e : z * ((1 / 2 : ℂ) • (p + m)) - ((1 / 2 : ℂ) • (p + m)) * z
        = (1 / 2 : ℂ) • ((z * p - p * z) - (m * z - z * m)) := by
      simp only [add_mul, mul_add, smul_mul_assoc, mul_smul_comm]
      module
    have hc : I * (-I / 2) = 1 / 2 := by linear_combination (-1 / 2 : ℂ) * Complex.I_mul_I
    rw [e, h2, h3, smul_smul, hc]

/-- The ladder amplitude `√((k+1)(n-k))` between levels `k` and `k+1`, for `k ≤ n = 2j`. -/
def amp (n k : ℕ) : ℝ := √(((k : ℝ) + 1) * ((n : ℝ) - k))

/-- The raising matrix of spin `j = n/2`; level `k` has magnetic number `k - n/2`. -/
def spinRaise (n : ℕ) : Matrix (Fin (n + 1)) (Fin (n + 1)) ℂ :=
  Matrix.of fun k l => if (k : ℕ) = (l : ℕ) + 1 then (amp n l : ℂ) else 0

/-- The diagonal matrix `J_z` of spin `j = n/2`. -/
def spinZ (n : ℕ) : Matrix (Fin (n + 1)) (Fin (n + 1)) ℂ :=
  Matrix.diagonal fun k => ((k : ℕ) : ℂ) - n / 2

/-- The spin matrices `J_x, J_y, J_z` of spin `j = n/2`. -/
def spin (n : ℕ) : Fin 3 → Matrix (Fin (n + 1)) (Fin (n + 1)) ℂ :=
  ofLadder (spinRaise n) (star (spinRaise n)) (spinZ n)

/-- The products `J₊J₋` and `J₋J₊` of the spin matrices are diagonal, with entries
`k(n+1-k)` and `(k+1)(n-k)`. -/
theorem ladder_products (n : ℕ) :
    spinRaise n * star (spinRaise n)
      = Matrix.diagonal (fun k : Fin (n + 1) => ((k : ℕ) : ℂ) * ((n : ℂ) + 1 - (k : ℕ))) ∧
    star (spinRaise n) * spinRaise n
      = Matrix.diagonal (fun k : Fin (n + 1) => (((k : ℕ) : ℂ) + 1) * ((n : ℂ) - (k : ℕ))) := by
  have amp_sq : ∀ k : ℕ, k ≤ n →
      (amp n k : ℂ) * (amp n k : ℂ) = ((k : ℂ) + 1) * ((n : ℂ) - k) := by
    intro k hk
    have hk' : (k : ℝ) ≤ n := by exact_mod_cast hk
    rw [← Complex.ofReal_mul, amp,
      Real.mul_self_sqrt (mul_nonneg (by positivity) (by linarith))]
    push_cast
    ring
  constructor <;> ext ⟨k, hk⟩ ⟨l, hl⟩ <;> rw [Matrix.mul_apply, Matrix.diagonal_apply]
  · rcases k with _ | k
    · simp [spinRaise]
    · -- only the level just below contributes
      rw [Finset.sum_eq_single (⟨k, by omega⟩ : Fin (n + 1))]
      · by_cases h : l = k + 1
        · subst h
          simp [spinRaise, Matrix.star_apply, amp_sq k (by omega)]
        · simp [spinRaise, Matrix.star_apply, h, Ne.symm h]
      · intro i _ hi
        have hne : k ≠ (i : ℕ) := fun h => hi (Fin.ext h.symm)
        simp [spinRaise, hne]
      · simp
  · by_cases hkn : k < n
    · rw [Finset.sum_eq_single (⟨k + 1, by omega⟩ : Fin (n + 1))]
      · by_cases h : k = l
        · subst h
          simp [spinRaise, Matrix.star_apply, amp_sq k (by omega)]
        · simp [spinRaise, Matrix.star_apply, h]
      · intro i _ hi
        have hne : (i : ℕ) ≠ k + 1 := fun h => hi (Fin.ext h)
        simp [spinRaise, Matrix.star_apply, hne]
      · simp
    · have hn : k = n := by omega
      rw [Finset.sum_eq_zero]
      · simp [hn]
      · intro i _
        have hne : (i : ℕ) ≠ k + 1 := by have := i.isLt; omega
        simp [spinRaise, Matrix.star_apply, hne]

/-- The spin matrices are Hermitian. -/
theorem spin_star (n : ℕ) (a : Fin 3) : star (spin n a) = spin n a := by
  have hI : star (-I / 2) = I / 2 := by simp
  have hh : star (1 / 2 : ℂ) = 1 / 2 := by simp
  match a with
  | 0 =>
    change star ((1 / 2 : ℂ) • (spinRaise n + star (spinRaise n)))
      = (1 / 2 : ℂ) • (spinRaise n + star (spinRaise n))
    rw [star_smul, star_add, star_star, hh]
    module
  | 1 =>
    change star ((-I / 2) • (spinRaise n - star (spinRaise n)))
      = (-I / 2) • (spinRaise n - star (spinRaise n))
    rw [star_smul, star_sub, star_star, hI]
    module
  | 2 =>
    change star (spinZ n) = spinZ n
    rw [spinZ, Matrix.star_eq_conjTranspose, Matrix.diagonal_conjTranspose]
    congr 1
    funext k
    simp

/-- The spin matrices of every spin `j = n/2` obey the angular momentum relations. -/
theorem isAngularMomentum_witness (n : ℕ) : IsAngularMomentum (spin n) := by
  have h2 : spinZ n * spinRaise n - spinRaise n * spinZ n = spinRaise n := by
    ext k l
    simp only [Matrix.sub_apply, spinZ, Matrix.diagonal_mul, Matrix.mul_diagonal, spinRaise,
      Matrix.of_apply]
    split_ifs with h
    · rw [h]
      push_cast
      ring
    · simp
  have hz : star (spinZ n) = spinZ n := spin_star n 2
  refine isAngularMomentum_ofLadder ?_ h2 ?_
  · rw [(ladder_products n).1, (ladder_products n).2, spinZ, Matrix.diagonal_sub,
      ← Matrix.diagonal_smul]
    congr 1
    funext k
    simp only [Pi.smul_apply, smul_eq_mul]
    ring
  · have h := congrArg star h2
    rwa [star_sub, star_mul, star_mul, hz] at h

/-- For spin `j = n/2` the matrix `J²` is `j(j+1)` times the identity. -/
theorem spin_casimir (n : ℕ) :
    casimir (spin n) = ((n : ℂ) / 2 * ((n : ℂ) / 2 + 1)) • 1 := by
  have hc : (-I / 2) * (-I / 2) = (-1 / 4 : ℂ) := by
    linear_combination (1 / 4 : ℂ) * Complex.I_mul_I
  have e : casimir (spin n) = (1 / 2 : ℂ) • (spinRaise n * star (spinRaise n)
      + star (spinRaise n) * spinRaise n) + spinZ n * spinZ n := by
    rw [casimir, Fin.sum_univ_three]
    change ((1 / 2 : ℂ) • (spinRaise n + star (spinRaise n)))
        * ((1 / 2 : ℂ) • (spinRaise n + star (spinRaise n)))
      + ((-I / 2) • (spinRaise n - star (spinRaise n)))
        * ((-I / 2) • (spinRaise n - star (spinRaise n))) + spinZ n * spinZ n = _
    rw [smul_mul_smul_comm, smul_mul_smul_comm, hc]
    simp only [sub_mul, mul_sub, add_mul, mul_add]
    module
  rw [e, (ladder_products n).1, (ladder_products n).2, spinZ, Matrix.diagonal_mul_diagonal]
  ext k l
  by_cases h : k = l
  · subst h
    simp only [Matrix.add_apply, Matrix.smul_apply, Matrix.diagonal_apply_eq,
      Matrix.one_apply_eq, smul_eq_mul]
    ring
  · simp [h]

/-- For spin `j = n/2` the trace of `∑_ab T_ab T_ab` is `(2j-1)(2j)(2j+1)(2j+2)(2j+3)/24`. -/
theorem spin_trace (n : ℕ) :
    Matrix.trace (∑ a, ∑ b, quad (spin n) a b * quad (spin n) a b)
      = ((n : ℂ) - 1) * n * (n + 1) * (n + 2) * (n + 3) / 24 := by
  rw [quad_contraction (isAngularMomentum_witness n), spin_casimir, ← sub_smul,
    smul_mul_smul_comm, one_mul, smul_smul, Matrix.trace_smul, Matrix.trace_one,
    Fintype.card_fin, smul_eq_mul]
  push_cast
  ring

/-- All components `T_ab` vanish for spin `j = n/2` exactly when `j ≤ 1/2`. -/
theorem quad_spin_eq_zero_iff (n : ℕ) : (∀ a b, quad (spin n) a b = 0) ↔ n ≤ 1 := by
  have t := spin_trace n
  constructor
  · intro h
    by_contra hn
    obtain ⟨m, rfl⟩ : ∃ m, n = m + 2 := ⟨n - 2, by omega⟩
    simp only [h, mul_zero, Finset.sum_const_zero, Matrix.trace_zero] at t
    have hne : (((m + 1) * (m + 2) * (m + 3) * (m + 4) * (m + 5) : ℕ) : ℂ) ≠ 0 :=
      Nat.cast_ne_zero.mpr (by positivity)
    apply hne
    push_cast at t ⊢
    linear_combination (-24 : ℂ) * t
  · intro hn
    have hT : ∀ a b, (quad (spin n) a b).conjTranspose = quad (spin n) a b := by
      intro a b
      rw [← Matrix.star_eq_conjTranspose, quad, spin_casimir]
      split_ifs <;> simp [spin_star, add_comm]
    have t0 : ∑ a, ∑ b, Matrix.trace ((quad (spin n) a b).conjTranspose * quad (spin n) a b)
        = 0 := by
      simp only [hT, ← Matrix.trace_sum]
      rw [t]
      interval_cases n <;> simp
    -- a vanishing sum of nonnegative traces vanishes term by term
    have pos : ∀ a b, 0 ≤ Matrix.trace
        ((quad (spin n) a b).conjTranspose * quad (spin n) a b) := fun a b =>
      (Matrix.posSemidef_conjTranspose_mul_self _).trace_nonneg
    intro a b
    have ha := (Finset.sum_eq_zero_iff_of_nonneg
      (fun a _ => Finset.sum_nonneg fun b _ => pos a b)).mp t0 a (Finset.mem_univ a)
    have hb := (Finset.sum_eq_zero_iff_of_nonneg (fun b _ => pos a b)).mp ha b
      (Finset.mem_univ b)
    exact Matrix.trace_conjTranspose_mul_self_eq_zero_iff.mp hb

end QuadrupoleTensor
```

```lean
#print axioms QuadrupoleTensor.spin_trace
#print axioms QuadrupoleTensor.quad_spin_eq_zero_iff
```

```
'QuadrupoleTensor.spin_trace' depends on axioms: [propext, Classical.choice, Quot.sound]
'QuadrupoleTensor.quad_spin_eq_zero_iff' depends on axioms: [propext, Classical.choice, Quot.sound]
```

### How the proof follows the calculation

In `casimir_comm` and `sandwich`, a local statement `key` does the calculation for three elements p, q, r, and the three cases apply it cyclically. `noncomm_ring` exposes the commutators without reordering factors.

In `quad_contraction`, `entry` expands one squared component, `s1` to `s6` evaluate the sums, and `module` collects the coefficients.

`isAngularMomentum_ofLadder` converts ladder relations into Cartesian ones. `ladder_products` finds the diagonal entries by noting that at most one intermediate level contributes, with the end levels treated separately. Both are used in `isAngularMomentum_witness`, and `ladder_products` is also used in `spin_casimir`; these two results together with `quad_contraction` give `spin_trace`.

For the final equivalence, n ≥ 2 is written as m + 2, which makes the trace formula a product of positive integers over 24. For n ≤ 1, `spin_star` supplies Hermiticity, and a zero sum of nonnegative traces Tr(T†T) makes each term, and hence each component, zero.
